# A linear Boltzmann mean field has one self-consistent population, reached from every start, when the interaction's spectral norm is below $2k_BT$

## Will my populations settle, whatever I start from?

I have $N$ levels at temperature $T$ whose energies are shifted linearly by their own populations, and I let the iteration start from any real vector $x$, even one that is not a population. Level $i$ has bare energy $e_i$, and the shift is $(Ux)_i$ with a fixed real matrix $U$. I populate the shifted levels by the Boltzmann law, insert the result as the new $x$, and repeat.

At high temperature this settles. At low temperature it sometimes flips between two vectors. With $B=1/(k_BT)$, a crude estimate says that populations respond to level shifts with a factor of at most $B$, which guarantees convergence for $B\|U\|<1$. Is there a better limit that I can compute beforehand, and that doesn't get worse with more levels?

## The response factor is at most $B/2$, for any number of levels

Allowing every real vector as input does no harm: one update turns any $x$ into a positive population with sum 1. The update is

$$F(x)_i=\frac{\exp[-B(e_i+(Ux)_i)]}{\sum_j\exp[-B(e_j+(Ux)_j)]}.$$

Distances are Euclidean, and $\|U\|$ is the matching operator norm, the largest singular value of $U$. Your limit improves to $B\|U\|<2$, that is, $\|U\|<2k_BT$: a change of the populations may shift the levels by less than $2k_BT$ per unit of distance.

**Comparing two sets of levels.** Let $p$ and $q$ be the Boltzmann populations of levels $E$ and $E'$, with partition functions $Z$ and $Z'$, and let $d_i=p_i-q_i$. Then

$$\ln p_i-\ln q_i=-B(E_i-E'_i)-\ln Z+\ln Z'.$$

Multiply by $d_i$ and sum. Since $\sum_i d_i=0$, the partition functions drop out:

$$J:=\sum_i d_i(\ln p_i-\ln q_i)=-B\sum_i d_i(E_i-E'_i).$$

$J$ is the symmetrised relative entropy of $p$ and $q$. It remains to bound it from below.

**One level.** For $t\ge0$, the function $\ln(1+t)-2t/(2+t)$ vanishes at $t=0$ and has derivative $t^2/[(1+t)(2+t)^2]\ge0$, so it is never negative. For $a\ge b>0$, setting $a=b(1+t)$ gives $\ln a-\ln b\ge 2(a-b)/(a+b)$. Multiplying by $(a+b)(a-b)$,

$$2(a-b)^2\le(a+b)(a-b)(\ln a-\ln b).$$

This is symmetric in $a$ and $b$, so it holds in either order.

**All levels.** Put $g_i=\tfrac12 d_i(\ln p_i-\ln q_i)\ge0$. The last inequality reads $d_i^2\le(p_i+q_i)g_i$, and Cauchy-Schwarz gives

$$\Big(\sum_i|d_i|\Big)^2\le\sum_i(p_i+q_i)\,\sum_i g_i=2\cdot\frac J2=J.$$

What one level gains, the others lose: $|d_i|=|\sum_{j\ne i}d_j|\le\sum_{j\ne i}|d_j|$, hence $2|d_i|\le\sum_j|d_j|$. Therefore

$$2\|d\|^2=\sum_i|d_i|\,(2|d_i|)\le\Big(\sum_i|d_i|\Big)^2\le J.$$

**The Lipschitz constant.** Cauchy-Schwarz applied to the other expression for $J$ gives $2\|d\|^2\le B\|d\|\,\|E-E'\|$, so $\|p-q\|\le\frac B2\|E-E'\|$. For inputs $x$ and $y$, the level difference is $U(x-y)$, and so

$$\|F(x)-F(y)\|\le L\|x-y\|,\qquad L=\frac{B\|U\|}{2}.$$

**Convergence.** If $L<1$, successive iterates differ by at most $L^n\|F(x)-x\|$, so they form a Cauchy sequence. Its limit is a fixed point because $F$ is continuous. Two fixed points at distance $r$ would satisfy $r\le Lr$, so $r=0$. Calling the fixed point $p$ from here on, we have $\|F(x)-p\|=\|F(x)-F(p)\|\le L\|x-p\|$, and after $n$ updates the error is at most $L^n\|x-p\|$.

## What the Lean theorems say about the iteration

The finite type `ι` labels the levels, and `[Nonempty ι]` says that there is at least one. `EuclideanSpace ℝ ι` is the space of real vectors with the Euclidean norm. `U` is a continuous linear map on it, which amounts to a real square matrix; it need not be symmetric. `B` is the inverse temperature usually written $\beta$, and `e` holds the bare levels. `boltzmann` is the normalised weight, and `scfMap B e U` is $F$.

`scfMap_lipschitz` states the Lipschitz bound for all `B ≥ 0`, which includes infinite temperature, `B = 0`. `unique_attracting_population` adds the hypothesis `B * ‖U‖ < 2`. It gives a vector `p` that is fixed, positive, of total 1, and equal to every other fixed vector. For every start `x`, the `n`-th iterate `(scfMap B e U)^[n] x` obeys the error bound above and tends to `p`.

The theorems don't say whether the iteration converges for $B\|U\|\ge2$, where you saw the flipping. They also take for granted that the real system's levels shift linearly with the populations, through a fixed $U$. The loop has the shape of a finite-temperature self-consistent-field calculation without mixing, but with Boltzmann instead of Fermi occupations and with no orbitals to update.

```lean
import Mathlib

open Filter Topology

namespace BoltzmannMeanField

noncomputable section

variable {ι : Type*} [Fintype ι]

/-- Boltzmann populations of levels `E` at inverse temperature `B`, on a non-empty set of levels. -/
def boltzmann (B : ℝ) (E : ι → ℝ) (i : ι) : ℝ :=
  Real.exp (-B * E i) / ∑ j, Real.exp (-B * E j)

/-- The mean-field update: populations `x` shift the levels `e` by `U x`, and the shifted levels
are populated anew by the Boltzmann law. -/
def scfMap (B : ℝ) (e : ι → ℝ) (U : EuclideanSpace ℝ ι →L[ℝ] EuclideanSpace ℝ ι)
    (x : EuclideanSpace ℝ ι) : EuclideanSpace ℝ ι :=
  WithLp.toLp 2 (boltzmann B (fun i => e i + U x i))

/-- On a non-empty set of levels, Boltzmann populations are positive and sum to one. -/
theorem boltzmann_population [Nonempty ι] (B : ℝ) (E : ι → ℝ) :
    (∀ i, 0 < boltzmann B E i) ∧ ∑ i, boltzmann B E i = 1 := by
  have hZ : 0 < ∑ j, Real.exp (-B * E j) :=
    Finset.sum_pos (fun j _ => Real.exp_pos _) Finset.univ_nonempty
  refine ⟨fun i => div_pos (Real.exp_pos _) hZ, ?_⟩
  simp only [boltzmann]
  rw [← Finset.sum_div, div_self hZ.ne']

/-- For two positive populations `a` and `b` of one level, the difference of their logarithms is at
least as large in magnitude as `a - b` divided by their mean, written here as a product inequality.
-/
theorem log_gap {a b : ℝ} (ha : 0 < a) (hb : 0 < b) :
    2 * (a - b) ^ 2 ≤ (a + b) * ((a - b) * (Real.log a - Real.log b)) := by
  have key : ∀ a b : ℝ, 0 < b → b ≤ a → 2 * (a - b) ≤ (a + b) * (Real.log a - Real.log b) := by
    intro a b hb hab
    obtain ⟨x, rfl⟩ : ∃ x, a = b * (1 + x) := ⟨a / b - 1, by rw [add_sub_cancel]; field_simp⟩
    have hx : 0 ≤ x := by
      by_contra hn
      nlinarith
    have h := Real.le_log_one_add_of_nonneg hx
    rw [div_le_iff₀ (by linarith)] at h
    rw [Real.log_mul hb.ne' (by positivity)]
    nlinarith [mul_le_mul_of_nonneg_left h hb.le]
  rcases le_total b a with h | h
  · nlinarith [mul_le_mul_of_nonneg_left (key a b hb h) (sub_nonneg.2 h)]
  · nlinarith [mul_le_mul_of_nonneg_left (key b a ha h) (sub_nonneg.2 h)]

/-- The symmetrised relative entropy of two positive populations of total 1 is at least twice
their squared Euclidean distance. -/
theorem relative_entropy_bound (p q : ι → ℝ) (hp : ∀ i, 0 < p i) (hq : ∀ i, 0 < q i)
    (hp1 : ∑ i, p i = 1) (hq1 : ∑ i, q i = 1) :
    2 * ∑ i, (p i - q i) ^ 2 ≤ ∑ i, (p i - q i) * (Real.log (p i) - Real.log (q i)) := by
  classical
  have hf : ∀ i, 0 < p i + q i := fun i => add_pos (hp i) (hq i)
  have hr : ∀ i, |p i - q i| ^ 2 ≤
      (p i + q i) * ((p i - q i) * (Real.log (p i) - Real.log (q i)) / 2) := fun i => by
    rw [sq_abs]
    linarith [log_gap (hp i) (hq i)]
  have hg : ∀ i, 0 ≤ (p i - q i) * (Real.log (p i) - Real.log (q i)) / 2 := fun i =>
    le_of_mul_le_mul_left (by rw [mul_zero]; exact (sq_nonneg _).trans (hr i)) (hf i)
  -- Cauchy-Schwarz bounds the total population transfer
  have cs : (∑ i, |p i - q i|) ^ 2 ≤ (∑ i, (p i + q i)) *
      ∑ i, (p i - q i) * (Real.log (p i) - Real.log (q i)) / 2 :=
    Finset.sum_sq_le_sum_mul_sum_of_sq_le_mul _ (fun i _ => (hf i).le) (fun i _ => hg i)
      (fun i _ => hr i)
  rw [← Finset.sum_div, Finset.sum_add_distrib, hp1, hq1] at cs
  -- what one level gains, the others lose
  have half : ∀ i, 2 * |p i - q i| ≤ ∑ j, |p j - q j| := by
    intro i
    have h0 : ∑ j, (p j - q j) = 0 := by rw [Finset.sum_sub_distrib, hp1, hq1, sub_self]
    have h1 : p i - q i + ∑ j ∈ Finset.univ.erase i, (p j - q j) = 0 :=
      (Finset.add_sum_erase _ (fun j => p j - q j) (Finset.mem_univ i)).trans h0
    have h2 : |p i - q i| + ∑ j ∈ Finset.univ.erase i, |p j - q j| = ∑ j, |p j - q j| :=
      Finset.add_sum_erase _ (fun j => |p j - q j|) (Finset.mem_univ i)
    have h3 : |∑ j ∈ Finset.univ.erase i, (p j - q j)| ≤
        ∑ j ∈ Finset.univ.erase i, |p j - q j| := Finset.abs_sum_le_sum_abs _ _
    have h4 : |p i - q i| = |∑ j ∈ Finset.univ.erase i, (p j - q j)| := by
      rw [eq_neg_of_add_eq_zero_left h1, abs_neg]
    linarith
  calc 2 * ∑ i, (p i - q i) ^ 2 = ∑ i, |p i - q i| * (2 * |p i - q i|) := by
        rw [Finset.mul_sum]
        exact Finset.sum_congr rfl fun i _ => by rw [← sq_abs]; ring
    _ ≤ ∑ i, |p i - q i| * ∑ j, |p j - q j| :=
        Finset.sum_le_sum fun i _ => mul_le_mul_of_nonneg_left (half i) (abs_nonneg _)
    _ = (∑ i, |p i - q i|) ^ 2 := by rw [← Finset.sum_mul, sq]
    _ ≤ _ := by linarith

/-- The Euclidean distance between two sets of Boltzmann populations is at most `|B|/2` times
that between their levels, written here with squares. -/
theorem boltzmann_lipschitz [Nonempty ι] (B : ℝ) (E E' : ι → ℝ) :
    ∑ i, (boltzmann B E i - boltzmann B E' i) ^ 2 ≤ (B / 2) ^ 2 * ∑ i, (E i - E' i) ^ 2 := by
  obtain ⟨hp, hp1⟩ := boltzmann_population B E
  obtain ⟨hq, hq1⟩ := boltzmann_population B E'
  have h := relative_entropy_bound _ _ hp hq hp1 hq1
  have hlog : ∀ (F : ι → ℝ) (i : ι), Real.log (boltzmann B F i) =
      -B * F i - Real.log (∑ j, Real.exp (-B * F j)) := fun F i => by
    rw [boltzmann, Real.log_div (Real.exp_pos _).ne'
      (Finset.sum_pos (fun j _ => Real.exp_pos _) Finset.univ_nonempty).ne', Real.log_exp]
  -- the partition functions drop out because both populations have total 1
  have he : ∑ i, (boltzmann B E i - boltzmann B E' i) *
        (Real.log (boltzmann B E i) - Real.log (boltzmann B E' i)) =
      -B * ∑ i, (boltzmann B E i - boltzmann B E' i) * (E i - E' i) +
        (Real.log (∑ j, Real.exp (-B * E' j)) - Real.log (∑ j, Real.exp (-B * E j))) *
          (∑ i, boltzmann B E i - ∑ i, boltzmann B E' i) := by
    rw [← Finset.sum_sub_distrib, Finset.mul_sum, Finset.mul_sum, ← Finset.sum_add_distrib]
    exact Finset.sum_congr rfl fun i _ => by rw [hlog E, hlog E']; ring
  rw [he, hp1, hq1, sub_self, mul_zero, add_zero] at h
  have fin : ∀ S D C : ℝ, 0 ≤ S → 0 ≤ D → 2 * S ≤ -B * C → C ^ 2 ≤ S * D →
      S ≤ (B / 2) ^ 2 * D := by
    intro S D C hS hD h1 h2
    rcases hS.eq_or_lt with h0 | h0
    · rw [← h0]
      positivity
    · have h3 := pow_le_pow_left₀ (by linarith) h1 2
      have h4 := mul_le_mul_of_nonneg_left h2 (sq_nonneg B)
      exact le_of_mul_le_mul_left (by nlinarith : S * S ≤ S * ((B / 2) ^ 2 * D)) h0
  exact fin _ _ _ (Finset.sum_nonneg fun i _ => sq_nonneg _)
    (Finset.sum_nonneg fun i _ => sq_nonneg _) h (Finset.sum_mul_sq_le_sq_mul_sq _ _ _)

/-- For `B ≥ 0` the mean-field update is Lipschitz with constant `B‖U‖/2` in the Euclidean
norm. -/
theorem scfMap_lipschitz [Nonempty ι] {B : ℝ} (hB : 0 ≤ B) (e : ι → ℝ)
    (U : EuclideanSpace ℝ ι →L[ℝ] EuclideanSpace ℝ ι) (x y : EuclideanSpace ℝ ι) :
    ‖scfMap B e U x - scfMap B e U y‖ ≤ B * ‖U‖ / 2 * ‖x - y‖ := by
  have h := boltzmann_lipschitz B (fun i => e i + U x i) (fun i => e i + U y i)
  simp only [add_sub_add_left_eq_sub] at h
  have h2 : ‖scfMap B e U x - scfMap B e U y‖ ^ 2 ≤ (B / 2 * ‖U x - U y‖) ^ 2 := by
    rw [mul_pow, EuclideanSpace.norm_sq_eq, EuclideanSpace.norm_sq_eq]
    simp only [Real.norm_eq_abs, sq_abs]
    exact h
  have h3 : ‖U x - U y‖ ≤ ‖U‖ * ‖x - y‖ := by
    rw [← map_sub]
    exact U.le_opNorm _
  calc ‖scfMap B e U x - scfMap B e U y‖ ≤ B / 2 * ‖U x - U y‖ :=
        (le_abs_self _).trans (abs_le_of_sq_le_sq h2 (by positivity))
    _ ≤ B / 2 * (‖U‖ * ‖x - y‖) := mul_le_mul_of_nonneg_left h3 (by positivity)
    _ = B * ‖U‖ / 2 * ‖x - y‖ := by ring

/-- On a non-empty set of levels, if `B ≥ 0` and `B‖U‖ < 2`, there is exactly one self-consistent
vector; it is a positive population of total 1, and iteration from any start converges to it
geometrically. -/
theorem unique_attracting_population [Nonempty ι] {B : ℝ} (hB : 0 ≤ B) (e : ι → ℝ)
    (U : EuclideanSpace ℝ ι →L[ℝ] EuclideanSpace ℝ ι) (hU : B * ‖U‖ < 2) :
    ∃ p, scfMap B e U p = p ∧ (∀ i, 0 < p i) ∧ ∑ i, p i = 1 ∧
      (∀ q, scfMap B e U q = q → q = p) ∧
      ∀ x, (∀ n : ℕ, ‖(scfMap B e U)^[n] x - p‖ ≤ (B * ‖U‖ / 2) ^ n * ‖x - p‖) ∧
        Tendsto (fun n : ℕ => (scfMap B e U)^[n] x) atTop (𝓝 p) := by
  have hK : 0 ≤ B * ‖U‖ / 2 := by positivity
  have hK1 : B * ‖U‖ / 2 < 1 := by linarith
  have hc : ContractingWith ⟨B * ‖U‖ / 2, hK⟩ (scfMap B e U) :=
    ⟨NNReal.coe_lt_coe.1 hK1, LipschitzWith.of_dist_le_mul fun x y => by
      rw [dist_eq_norm, dist_eq_norm]
      exact scfMap_lipschitz hB e U x y⟩
  obtain ⟨p, hp⟩ : ∃ p, scfMap B e U p = p := ⟨_, hc.fixedPoint_isFixedPt⟩
  have pop := boltzmann_population B (fun i => e i + U p i)
  refine ⟨p, hp, fun i => ?_, ?_, fun q hq => hc.fixedPoint_unique' hq hp, fun x => ?_⟩
  · rw [← hp]
    exact pop.1 i
  · rw [← hp]
    exact pop.2
  -- each update shrinks the error by the Lipschitz constant
  have bound : ∀ n : ℕ, ‖(scfMap B e U)^[n] x - p‖ ≤ (B * ‖U‖ / 2) ^ n * ‖x - p‖ := by
    intro n
    induction n with
    | zero => simp
    | succ n ih =>
      rw [Function.iterate_succ_apply']
      calc ‖scfMap B e U ((scfMap B e U)^[n] x) - p‖
          = ‖scfMap B e U ((scfMap B e U)^[n] x) - scfMap B e U p‖ := by rw [hp]
        _ ≤ B * ‖U‖ / 2 * ‖(scfMap B e U)^[n] x - p‖ := scfMap_lipschitz hB e U _ _
        _ ≤ B * ‖U‖ / 2 * ((B * ‖U‖ / 2) ^ n * ‖x - p‖) := mul_le_mul_of_nonneg_left ih hK
        _ = (B * ‖U‖ / 2) ^ (n + 1) * ‖x - p‖ := by ring
  refine ⟨bound, tendsto_iff_norm_sub_tendsto_zero.2
    (squeeze_zero (fun n => norm_nonneg _) bound ?_)⟩
  simpa using (tendsto_pow_atTop_nhds_zero_of_lt_one hK hK1).mul_const ‖x - p‖

end

end BoltzmannMeanField
```

```lean
#print axioms BoltzmannMeanField.unique_attracting_population
```

```
'BoltzmannMeanField.unique_attracting_population' depends on axioms: [propext, Classical.choice, Quot.sound]
```

## From one level to the whole iteration in Lean

`boltzmann_population` supplies positivity and normalisation. `log_gap` is the one-level inequality. It makes the substitution $a=b(1+t)$, with `x` for $t$, takes the logarithm bound from Mathlib, and treats the two orders of $a$ and $b$ separately.

`relative_entropy_bound` is $2\|d\|^2\le J$. Inside it, `cs` is the Cauchy-Schwarz step, `half` is the gain-and-loss argument, and the closing `calc` block chains them together.

`boltzmann_lipschitz` takes the logarithm of the populations in `hlog`. In `he` it collects the partition functions in one term, which vanishes because both populations have total 1. The auxiliary statement `fin` does the last algebra with squares, where `S` is $\|d\|^2$, `D` is $\|E-E'\|^2$ and `C` is $\sum_i d_i(E_i-E'_i)$. The case `S = 0` is split off because the other case cancels a factor `S`. Since only squares appear, this lemma holds for either sign of `B`.

`scfMap_lipschitz` takes square roots and bounds $\|U(x-y)\|$ by the operator norm; both steps use `B ≥ 0`. In the final theorem, `ContractingWith` packages the condition $L<1$, and Mathlib's version of Banach's theorem provides existence and uniqueness. Positivity and total 1 follow by rewriting `p` as its own image under the update. The error bound `bound` is proved by induction on `n`, and convergence follows by squeezing the error between zero and $L^n\|x-p\|$.

## Two degenerate levels, two updates

Measure energies in units of $k_BT$, so that $B=1$, and take $e=(0,0)$ with $U$ the identity matrix. Then $\|U\|=1$ and $L=\tfrac12$. Your crude limit just fails here, while the new one holds. By symmetry, the fixed point is $p=(\tfrac12,\tfrac12)$.

Start with everything in the first level, $x=(1,0)$:

| Updates | Vector | Error | Bound |
|---|---|---|---|
| 0 | $(1,\ 0)$ | 0.707 | 0.707 |
| 1 | $(0.269,\ 0.731)$ | 0.327 | 0.354 |
| 2 | $(0.614,\ 0.386)$ | 0.161 | 0.177 |

The first update, for example, is $(e^{-1},1)/(1+e^{-1})$, where this $e$ is Euler's number. The populations overshoot each time, but the error more than halves.

## When $v\cdot Uv\ge0$: uniqueness at every temperature

The inequality $2\|d\|^2\le J$ also gives a result that goes beyond the Lean theorems. Suppose that $v\cdot Uv\ge0$ for every vector $v$, so that the level shifts $Uv$ caused by a change $v$ of the populations never favour that change on balance. (Positive entries of $U$ alone don't ensure this.) If $p$ and $q$ are both self-consistent, then $E-E'=U(p-q)=Ud$, and

$$2\|d\|^2\le J=-B\,d\cdot Ud\le0.$$

Hence $p=q$, however large $B\|U\|$ is. This settles uniqueness only: the plain iteration may still fail to reach that population.
